# Positive definite moment matrices count the populated energies of a finite-dimensional Hermitian operator

Prepare a quantum system in a state $\psi$ and suppose that the accessible data are the energy moments $\langle\psi,H^m\psi\rangle$. The state may be a superposition of many energy eigenstates or of only a few, and the moments should reveal which. The first test is familiar: for normalised $\psi$, the variance $\langle H^2\rangle-\langle H\rangle^2$ vanishes exactly when $\psi$ is an eigenstate. This variance is the determinant of a $2\times2$ matrix of moments, and larger matrices of the same kind detect larger numbers of energies.

Let $H$ be Hermitian on a finite-dimensional complex inner product space, let $\psi$ be a vector, and define

$$M^{(n)}_{jk}=\langle\psi,H^{j+k}\psi\rangle,\qquad 0\le j,k<n.$$

Then $M^{(n)}$ is positive definite if and only if $\psi$ has nonzero components in at least $n$ distinct eigenspaces of $H$. Degenerate eigenstates at one energy count once.

## The state, its energies and its moments

In the Lean file, `V` is a complex inner product space, whose inner product is conjugate-linear in the first slot, and `H` is a linear map defined on all of `V`.

```lean
import Mathlib

open Matrix
open scoped InnerProductSpace ComplexOrder

namespace KrylovMoments

noncomputable section

variable {V : Type*} [NormedAddCommGroup V] [InnerProductSpace ℂ V]
```

The indices of `momentMatrix` run over `Fin n`, that is, from $0$ to $n-1$.

```lean
/-- The `n × n` Hankel matrix of energy moments `⟨ψ, H^(j+k) ψ⟩`. -/
def momentMatrix (H : V →ₗ[ℂ] V) (ψ : V) (n : ℕ) : Matrix (Fin n) (Fin n) ℂ :=
  Matrix.of fun j k => ⟪ψ, (H ^ ((j : ℕ) + (k : ℕ))) ψ⟫_ℂ
```

An energy $E$ is called populated when some $\varphi$ with $H\varphi=E\varphi$ has $\langle\varphi,\psi\rangle\neq0$. This is the same as a nonzero component in the eigenspace. If $P_E$ is the orthogonal projector onto that eigenspace, then $\langle\varphi,\psi\rangle=\langle\varphi,P_E\psi\rangle$, and the choice $\varphi=P_E\psi$ gives the overlap $\|P_E\psi\|^2$. The definition doesn't have to require $\varphi\ne0$, because a nonzero overlap implies it.

```lean
/-- The energies `E` for which `ψ` overlaps with some eigenvector of `H` at `E`, that is,
for which `ψ` has a nonzero component in the eigenspace of `E`. -/
def populatedEnergies (H : V →ₗ[ℂ] V) (ψ : V) : Set ℝ :=
  {E | ∃ φ : V, H φ = (E : ℂ) • φ ∧ ⟪φ, ψ⟫_ℂ ≠ 0}
```

For coefficients $c=(c_0,\dots,c_{n-1})$, the Krylov vector is $K(c)=\sum_k c_kH^k\psi$. Its companion polynomial is $p_c(x)=\sum_k c_kx^k$, so that $K(c)=p_c(H)\psi$.

```lean
/-- The Krylov vector `∑ c_k H^k ψ` with coefficients `c`. -/
def krylovVector (H : V →ₗ[ℂ] V) (ψ : V) {n : ℕ} (c : Fin n → ℂ) : V :=
  ∑ k, c k • (H ^ (k : ℕ)) ψ
```

## Hermiticity turns moments into overlaps

The hypothesis `hH : H.IsSymmetric` says that $\langle Hx,y\rangle=\langle x,Hy\rangle$ for all $x,y$. Physically, $H$ is an observable with real energies and orthogonal eigenspaces.

By hand, it is used first to move $j$ factors of $H$ to the left:

$$M^{(n)}_{jk}=\langle\psi,H^{j+k}\psi\rangle=\langle H^j\psi,H^k\psi\rangle .$$

The moment matrix is therefore the matrix of overlaps between Krylov vectors. Multiplying by $c$ gives $(M^{(n)}c)_j=\langle H^j\psi,K(c)\rangle$, and hence

$$c^\dagger M^{(n)}c=\sum_j \overline{c_j}\,\langle H^j\psi,K(c)\rangle=\langle K(c),K(c)\rangle=\|K(c)\|^2 .$$

The quadratic form is never negative, and it vanishes exactly when $K(c)=0$.

The proof follows these lines. `inner_pow` moves the powers across by induction, one factor at a time.

```lean
/-- Every power of a Hermitian operator can be moved across the inner product. -/
theorem inner_pow {H : V →ₗ[ℂ] V} (hH : H.IsSymmetric) (m : ℕ) (x y : V) :
    ⟪(H ^ m) x, y⟫_ℂ = ⟪x, (H ^ m) y⟫_ℂ := by
  induction m generalizing x y with
  | zero => simp
  | succ m ih =>
    have h1 : (H ^ (m + 1)) x = (H ^ m) (H x) := by rw [pow_succ]; rfl
    have h2 : (H ^ (m + 1)) y = H ((H ^ m) y) := by rw [pow_succ']; rfl
    rw [h1, h2, ih]
    exact hH x _
```

The next two lemmas are the formula for $M^{(n)}c$ and the one for the quadratic form. In the second, `key` expands the left slot of the inner product, which is where the conjugates $\overline{c_j}$ arise.

```lean
/-- The moment matrix applied to `c` lists the overlaps of the vectors `H^j ψ` with the
Krylov vector of `c`. -/
theorem momentMatrix_mulVec {H : V →ₗ[ℂ] V} (hH : H.IsSymmetric) (ψ : V) {n : ℕ}
    (c : Fin n → ℂ) (j : Fin n) :
    (momentMatrix H ψ n *ᵥ c) j = ⟪(H ^ (j : ℕ)) ψ, krylovVector H ψ c⟫_ℂ := by
  simp only [Matrix.mulVec, dotProduct, momentMatrix, Matrix.of_apply, krylovVector,
    inner_sum, inner_smul_right]
  refine Finset.sum_congr rfl fun k _ => ?_
  rw [inner_pow hH, pow_add, Module.End.mul_apply, mul_comm]

/-- The quadratic form of the moment matrix is the squared norm of the Krylov vector. -/
theorem quadraticForm_eq_norm_sq {H : V →ₗ[ℂ] V} (hH : H.IsSymmetric) (ψ : V) {n : ℕ}
    (c : Fin n → ℂ) :
    star c ⬝ᵥ (momentMatrix H ψ n *ᵥ c) = ((‖krylovVector H ψ c‖ ^ 2 : ℝ) : ℂ) := by
  have key : ∀ w : V, ⟪krylovVector H ψ c, w⟫_ℂ
      = ∑ j : Fin n, star (c j) * ⟪(H ^ (j : ℕ)) ψ, w⟫_ℂ := by
    intro w
    simp only [krylovVector, sum_inner, inner_smul_left]
    rfl
  simp only [dotProduct, momentMatrix_mulVec hH, Pi.star_apply]
  rw [← key, inner_self_eq_norm_sq_to_K]
  push_cast
  rfl
```

The second use of Hermiticity concerns eigenvectors. If $H\varphi=E\varphi$ with $E$ real, then $H^k\varphi=E^k\varphi$ and

$$\langle\varphi,K(c)\rangle=\sum_k c_k\langle H^k\varphi,\psi\rangle=\sum_k c_kE^k\langle\varphi,\psi\rangle=p_c(E)\,\langle\varphi,\psi\rangle .$$

In `inner_krylovVector`, `hp` is the statement about $H^k\varphi$, and `Complex.conj_ofReal` records that a real energy is its own conjugate.

```lean
/-- The overlap of a Krylov vector with an eigenvector at energy `E` is the overlap of `ψ`
with that eigenvector, multiplied by the polynomial `∑ c_k E^k`. -/
theorem inner_krylovVector {H : V →ₗ[ℂ] V} (hH : H.IsSymmetric) (ψ : V) {n : ℕ}
    (c : Fin n → ℂ) {φ : V} {E : ℝ} (hφ : H φ = (E : ℂ) • φ) :
    ⟪φ, krylovVector H ψ c⟫_ℂ = (∑ k, c k * (E : ℂ) ^ (k : ℕ)) * ⟪φ, ψ⟫_ℂ := by
  have hp : ∀ m : ℕ, (H ^ m) φ = (E : ℂ) ^ m • φ := by
    intro m
    induction m with
    | zero => simp
    | succ m ih =>
      rw [pow_succ', Module.End.mul_apply, ih, map_smul, hφ, smul_smul, pow_succ]
  simp only [krylovVector, inner_sum, inner_smul_right, Finset.sum_mul]
  refine Finset.sum_congr rfl fun k _ => ?_
  rw [← inner_pow hH, hp, inner_smul_left, map_pow, Complex.conj_ofReal]
  ring
```

Without Hermiticity the equivalence fails already at $n=1$. Take $He_1=0$, $He_2=e_1$ in an orthonormal basis, with $\psi=e_2$. The only eigenvectors are multiples of $e_1$, which is orthogonal to $\psi$, so no energy is populated. Yet $M^{(1)}=(1)$ is positive definite.

## Finite dimension supplies a complete eigenbasis

The hypothesis `FiniteDimensional ℂ V` describes a system of finitely many spins, a truncated oscillator or an electronic Hamiltonian in a finite basis. Together with Hermiticity it guarantees an orthonormal basis of eigenvectors $b_i$ with energies $E_i$. The Krylov vector can then be expanded completely:

$$K(c)=\sum_i p_c(E_i)\,\langle b_i,\psi\rangle\,b_i .$$

If $p_c$ vanishes at every populated energy, each term is zero: either $\langle b_i,\psi\rangle=0$, or $E_i$ is populated and $p_c(E_i)=0$. Conversely, if $K(c)=0$ and $E$ is populated through $\varphi$, then $0=p_c(E)\langle\varphi,\psi\rangle$ with a nonzero second factor, so $p_c(E)=0$. Hence

$$K(c)=0\iff p_c(E)=0\ \text{ for every populated } E .$$

The proof makes the same case distinction with `by_cases hov`, and `b.sum_repr'` is the completeness of the basis. The finite dimension declared in the first line below is assumed in every theorem from here on.

```lean
variable [FiniteDimensional ℂ V]

/-- A Krylov vector vanishes exactly when its polynomial vanishes at every populated
energy. -/
theorem krylovVector_eq_zero_iff {H : V →ₗ[ℂ] V} (hH : H.IsSymmetric) (ψ : V) {n : ℕ}
    (c : Fin n → ℂ) :
    krylovVector H ψ c = 0 ↔
      ∀ E ∈ populatedEnergies H ψ, ∑ k, c k * (E : ℂ) ^ (k : ℕ) = 0 := by
  constructor
  · rintro h E ⟨φ, hφ, hne⟩
    have h1 := inner_krylovVector hH ψ c hφ
    rw [h, inner_zero_right] at h1
    exact (mul_eq_zero.mp h1.symm).resolve_right hne
  · intro h
    -- expand in an orthonormal eigenbasis of H
    let b := hH.eigenvectorBasis rfl
    have hb : ∀ i, ⟪b i, krylovVector H ψ c⟫_ℂ = 0 := by
      intro i
      have hφ : H (b i) = ((hH.eigenvalues rfl i : ℝ) : ℂ) • b i :=
        hH.apply_eigenvectorBasis rfl i
      rw [inner_krylovVector hH ψ c hφ]
      by_cases hov : ⟪b i, ψ⟫_ℂ = 0
      · rw [hov, mul_zero]
      · rw [h _ ⟨b i, hφ, hov⟩, zero_mul]
    rw [← b.sum_repr' (krylovVector H ψ c)]
    exact Finset.sum_eq_zero fun i _ => by rw [hb i, zero_smul]
```

Without finite dimension, $H$ may have no eigenvectors at all. Let $H$ be multiplication by $x$ on $L^2[0,1]$ and let $\psi=1$. The moments give $M^{(n)}_{jk}=1/(j+k+1)$, which is positive definite for every $n$, because a nonzero polynomial has positive norm. No energy is populated in the present sense, since the spectrum is continuous.

## At least $n$ distinct energies leave no room for a null vector

The condition on $\psi$ is one side of the equivalence. In Lean it reads `(n : ℕ∞) ≤ (populatedEnergies H ψ).encard`, where `encard` is the number of elements of the set, with infinity as an allowed value.

Suppose first that there are at least $n$ populated energies, and choose $n$ of them, $E_0,\dots,E_{n-1}$. If $K(c)=0$, then

$$\sum_k E_j^k c_k=0\qquad(0\le j<n).$$

This is a linear system with a Vandermonde matrix, whose determinant $\prod_{i<j}(E_j-E_i)$ is nonzero because the energies are distinct. Therefore $c=0$.

Suppose instead that there are only $r<n$ populated energies. The polynomial $\prod_E(x-E)$ over these energies has degree $r<n$ and leading coefficient $1$, so its coefficients, padded with zeros, form a nonzero $c$. It vanishes at every populated energy, and hence $K(c)=0$. For a normalised eigenstate with energy $E$ and $n=2$, this is

$$M^{(2)}=\begin{pmatrix}1&E\\E&E^2\end{pmatrix},\qquad c=\begin{pmatrix}-E\\1\end{pmatrix},\qquad M^{(2)}c=0 .$$

The Lean proof treats the second case first. It assumes too few energies, builds the product polynomial `p`, and obtains a contradiction from its leading coefficient, which would have to be both $0$ and $1$. In the other direction, `orderEmbOfFin` lists the $n$ chosen energies in increasing order, and `det_vandermonde_ne_zero_iff` supplies the determinant.

```lean
/-- Only the zero vector of `n` coefficients gives a vanishing Krylov vector exactly when `ψ`
populates at least `n` distinct energies. -/
theorem krylov_injective_iff {H : V →ₗ[ℂ] V} (hH : H.IsSymmetric) (ψ : V) (n : ℕ) :
    (∀ c : Fin n → ℂ, krylovVector H ψ c = 0 → c = 0) ↔
      (n : ℕ∞) ≤ (populatedEnergies H ψ).encard := by
  constructor
  · intro h
    by_contra hlt
    rw [not_le] at hlt
    have hfin : (populatedEnergies H ψ).Finite := Set.finite_of_encard_le_coe hlt.le
    rw [hfin.encard_eq_coe_toFinset_card] at hlt
    have hcard : hfin.toFinset.card < n := by exact_mod_cast hlt
    -- the polynomial whose roots are the populated energies has degree below n
    obtain ⟨p, hmonic, hdeg, hroot⟩ : ∃ p : Polynomial ℂ, p.Monic ∧ p.natDegree < n ∧
        ∀ E ∈ populatedEnergies H ψ, p.eval (E : ℂ) = 0 := by
      refine ⟨∏ E ∈ hfin.toFinset, (Polynomial.X - Polynomial.C (E : ℂ)),
        Polynomial.monic_prod_of_monic _ _ fun E _ => Polynomial.monic_X_sub_C _, ?_, ?_⟩
      · rw [Polynomial.natDegree_prod_of_monic _ _
          fun E _ => Polynomial.monic_X_sub_C _]
        simpa only [Polynomial.natDegree_X_sub_C, Finset.sum_const, smul_eq_mul,
          mul_one] using hcard
      · intro E hE
        rw [Polynomial.eval_prod]
        exact Finset.prod_eq_zero (hfin.mem_toFinset.2 hE) (by simp)
    have hc : krylovVector H ψ (fun k : Fin n => p.coeff k) = 0 := by
      refine (krylovVector_eq_zero_iff hH ψ _).2 fun E hE => ?_
      rw [Fin.sum_univ_eq_sum_range (fun k => p.coeff k * (E : ℂ) ^ k) n,
        ← Polynomial.eval_eq_sum_range' hdeg]
      exact hroot E hE
    have h1 : p.coeff p.natDegree = 0 := congrFun (h _ hc) ⟨p.natDegree, hdeg⟩
    rw [hmonic.coeff_natDegree] at h1
    exact one_ne_zero h1
  · intro h c hc
    -- pick n populated energies and use their Vandermonde matrix
    obtain ⟨t, hts, ht⟩ := Set.exists_subset_encard_eq h
    have hfin : t.Finite := Set.finite_of_encard_eq_coe ht
    have hcard : hfin.toFinset.card = n := by
      have h1 := hfin.encard_eq_coe_toFinset_card
      rw [ht] at h1
      exact_mod_cast h1.symm
    let f : Fin n → ℝ := fun i => hfin.toFinset.orderEmbOfFin hcard i
    have hf : Function.Injective fun i => (f i : ℂ) :=
      Complex.ofReal_injective.comp (hfin.toFinset.orderEmbOfFin hcard).injective
    refine Matrix.eq_zero_of_mulVec_eq_zero (Matrix.det_vandermonde_ne_zero_iff.2 hf) ?_
    funext j
    have hj : f j ∈ populatedEnergies H ψ :=
      hts (hfin.mem_toFinset.1 (Finset.orderEmbOfFin_mem _ hcard j))
    have h0 := (krylovVector_eq_zero_iff hH ψ c).1 hc (f j) hj
    simp only [Matrix.mulVec, dotProduct, Matrix.vandermonde_apply, Pi.zero_apply]
    rw [← h0]
    exact Finset.sum_congr rfl fun k _ => mul_comm _ _
```

Positive definiteness now follows. If $M^{(n)}$ is positive definite and $K(c)=0$, a nonzero $c$ would give $0<\|K(c)\|^2=0$. Conversely, if only $c=0$ gives $K(c)=0$, the quadratic form is positive for every nonzero $c$. Lean's `PosDef` also requires the matrix to be Hermitian, which the proof checks entry by entry, again using `hH`.

```lean
/-- The `n × n` moment matrix of a Hermitian `H` in the state `ψ` is positive definite if and
only if `ψ` has nonzero components in at least `n` distinct eigenspaces of `H`. -/
theorem momentMatrix_posDef_iff {H : V →ₗ[ℂ] V} (hH : H.IsSymmetric) (ψ : V) (n : ℕ) :
    (momentMatrix H ψ n).PosDef ↔ (n : ℕ∞) ≤ (populatedEnergies H ψ).encard := by
  rw [← krylov_injective_iff hH]
  constructor
  · intro hM c hc
    by_contra hne
    have h0 := hM.dotProduct_mulVec_pos hne
    rw [quadraticForm_eq_norm_sq hH, hc] at h0
    simp at h0
  · intro h
    rw [Matrix.posDef_iff_dotProduct_mulVec]
    constructor
    · ext i j
      change starRingEnd ℂ ⟪ψ, (H ^ ((j : ℕ) + (i : ℕ))) ψ⟫_ℂ
        = ⟪ψ, (H ^ ((i : ℕ) + (j : ℕ))) ψ⟫_ℂ
      rw [inner_conj_symm, inner_pow hH, add_comm (j : ℕ) (i : ℕ)]
    · intro c hne
      rw [quadraticForm_eq_norm_sq hH]
      have hpos : 0 < ‖krylovVector H ψ c‖ := norm_pos_iff.2 fun h0 => hne (h c h0)
      exact_mod_cast pow_pos hpos 2
```

## Unit norm and $n\ge1$ are not needed

Normalisation makes $|\langle b_i,\psi\rangle|^2$ a probability, but no step above uses it. Multiplying $\psi$ by $a\neq0$ multiplies $M^{(n)}$ by $|a|^2$ and leaves the populated energies unchanged. For $\psi=0$ no energy is populated and every moment is zero. At $n=0$ the matrix is empty and counts as positive definite, in agreement with $0\le$ any count.

## Determinants and the exact count

Positive definiteness can be replaced by a nonzero determinant. If $\det M^{(n)}\ne0$ and $K(c)=0$, then $(M^{(n)}c)_j=\langle H^j\psi,K(c)\rangle=0$ for every $j$, so $c=0$ and there are at least $n$ populated energies. Conversely, with that many energies the matrix is positive definite and its determinant is positive.

```lean
/-- The determinant of the `n × n` moment matrix is nonzero if and only if `ψ` populates at
least `n` distinct energies. -/
theorem momentMatrix_det_ne_zero_iff {H : V →ₗ[ℂ] V} (hH : H.IsSymmetric) (ψ : V) (n : ℕ) :
    (momentMatrix H ψ n).det ≠ 0 ↔ (n : ℕ∞) ≤ (populatedEnergies H ψ).encard := by
  constructor
  · intro hdet
    rw [← krylov_injective_iff hH]
    intro c hc
    refine Matrix.eq_zero_of_mulVec_eq_zero hdet ?_
    funext j
    rw [momentMatrix_mulVec hH, hc, inner_zero_right, Pi.zero_apply]
  · intro h
    exact ((momentMatrix_posDef_iff hH ψ n).2 h).det_pos.ne'
```

The exact number follows by comparing neighbouring sizes. It equals $m$ precisely when it is at least $m$ but not at least $m+1$, that is, when $M^{(m)}$ is positive definite and $M^{(m+1)}$ is not. After the main theorem has been applied twice, only arithmetic remains, and `omega` settles the finite case.

```lean
/-- The state `ψ` populates exactly `m` distinct energies if and only if its `m × m` moment
matrix is positive definite and the next larger one is not. -/
theorem populatedEnergies_encard_eq_iff {H : V →ₗ[ℂ] V} (hH : H.IsSymmetric) (ψ : V)
    (m : ℕ) :
    (populatedEnergies H ψ).encard = m ↔
      (momentMatrix H ψ m).PosDef ∧ ¬ (momentMatrix H ψ (m + 1)).PosDef := by
  rw [momentMatrix_posDef_iff hH, momentMatrix_posDef_iff hH]
  generalize (populatedEnergies H ψ).encard = e
  induction e using ENat.recTopCoe with
  | top => simp
  | coe k =>
    rw [Nat.cast_inj, Nat.cast_le, Nat.cast_le]
    omega

end

end KrylovMoments
```

```lean
#print axioms KrylovMoments.momentMatrix_det_ne_zero_iff
-- 'KrylovMoments.momentMatrix_det_ne_zero_iff' depends on axioms: [propext, Classical.choice, Quot.sound]
#print axioms KrylovMoments.populatedEnergies_encard_eq_iff
-- 'KrylovMoments.populatedEnergies_encard_eq_iff' depends on axioms: [propext, Classical.choice, Quot.sound]
```

## Counting Krylov vectors instead of energies

The right-hand side could have been modelled as the dimension of the space spanned by all the vectors $H^k\psi$. The condition would then be that this dimension is at least $n$, which is equivalent to linear independence of $\psi,H\psi,\dots,H^{n-1}\psi$. Since $c^\dagger M^{(n)}c=\|K(c)\|^2$ needs only Hermiticity, that version wouldn't require finite dimension, and it would cover the multiplication operator above. It would, however, say nothing about energies until a spectral argument was added.

## The overlap matrix in a Krylov calculation

For a Hamiltonian in a finite basis, the theorem gives the largest Krylov space that a starting state can generate in exact arithmetic: its dimension is the number of populated energies. A calculation that uses the raw vectors $H^k\psi$ as a basis solves the generalised eigenvalue problem

$$A c=\lambda M^{(n)}c,\qquad A_{jk}=\langle\psi,H^{j+k+1}\psi\rangle ,$$

with the moment matrix as overlap matrix. In exact arithmetic, $M^{(n)}$ has a Cholesky factor with positive diagonal exactly as long as $n$ doesn't exceed the number of populated energies. In exact arithmetic, the Lanczos method builds an orthonormal basis of the same Krylov space and terminates at the same dimension.

In floating point the test is less sharp. Closely spaced energies, very small populations or simply a large $n$ can make $M^{(n)}$ nearly singular, and rounding can then spoil the factorisation although the exact matrix is positive definite. A failed factorisation therefore doesn't prove that $\psi$ has fewer than $n$ populated energies. Nor does it prove that the Krylov vectors themselves are dependent at the working precision, because forming their overlaps squares the condition number of the basis.
